# Independent, uniformly placed walkers of opposite sign form $PQ/L^{dN}$ coinciding pairs on average

Put one positive and one negative walker independently and uniformly on two configurations: the walkers coincide in two of the four equally likely placements, so the expected number of coinciding pairs is $1/2$. With $K$ configurations this becomes $1/K$, and with $P$ positive and $Q$ negative walkers it becomes $PQ/K$. For $N$ labelled particles that may share a site, on a $d$-dimensional grid with $L$ points per axis, $K=L^{dN}$.

```lean
import Mathlib

open Finset

namespace WalkerCancellation

noncomputable section

/-- A configuration of `N` particles on a `d`-dimensional grid with `L` points per axis. -/
abbrev Config (L d N : ℕ) := Fin N → Fin d → Fin L

/-- A placement of `P` positive and `Q` negative walkers in the configuration space `C`. -/
abbrev Placement (C : Type*) (P Q : ℕ) := (Fin P → C) × (Fin Q → C)

variable {C : Type*} [Fintype C] {P Q : ℕ}

/-- The expectation of `f` when all walkers are placed independently and uniformly, for a
nonempty configuration space: the average over all placements. -/
def mean (f : Placement C P Q → ℝ) : ℝ :=
  (∑ w, f w) / (Fintype.card (Placement C P Q) : ℝ)

/-- The position of a single walker is uniformly distributed: summing a function of it over all
placements of the walkers is, up to the counting factors, summing over configurations. -/
theorem sum_marginal {ι : Type*} [Fintype ι] [DecidableEq ι] (j : ι) (g : C → ℝ) :
    (Fintype.card C : ℝ) * ∑ y : ι → C, g (y j)
      = (Fintype.card (ι → C) : ℝ) * ∑ c, g c := by
  -- separate walker `j` from the others
  have h1 : ∑ y : ι → C, g (y j) = ∑ p : C × ({k // k ≠ j} → C), g p.1 :=
    Fintype.sum_equiv (Equiv.funSplitAt j C) _ _ (fun _ => rfl)
  have h2 : Fintype.card (ι → C) = Fintype.card C * Fintype.card ({k // k ≠ j} → C) := by
    rw [Fintype.card_congr (Equiv.funSplitAt j C), Fintype.card_prod]
  rw [h1, Fintype.sum_prod_type, h2]
  simp only [Finset.sum_const, Finset.card_univ, nsmul_eq_mul, ← Finset.mul_sum, Nat.cast_mul]
  ring

variable [DecidableEq C]

/-- The number of pairs of one positive and one negative walker in the same configuration. -/
def coincidences (w : Placement C P Q) : ℕ :=
  ∑ i, ∑ j, if w.1 i = w.2 j then 1 else 0

/-- The number of annihilations when each walker can cancel at most one walker of opposite sign:
in each configuration, the smaller of the two populations. -/
def annihilations (w : Placement C P Q) : ℕ :=
  ∑ c, min (#{i | w.1 i = c}) (#{j | w.2 j = c})

/-- In a nonempty configuration space, the probability that a given positive and a given negative
walker coincide, times the number of configurations, is one. -/
theorem pair_probability [Nonempty C] (i : Fin P) (j : Fin Q) :
    (Fintype.card C : ℝ) *
      mean (fun w : Placement C P Q => if w.1 i = w.2 j then (1 : ℝ) else 0) = 1 := by
  have hpos : (Fintype.card (Placement C P Q) : ℝ) ≠ 0 :=
    Nat.cast_ne_zero.mpr Fintype.card_ne_zero
  have key : (Fintype.card C : ℝ) *
      ∑ w : Placement C P Q, (if w.1 i = w.2 j then (1 : ℝ) else 0)
        = (Fintype.card (Placement C P Q) : ℝ) := by
    -- for fixed positive walkers, use the uniform marginal of the negative one
    have h : ∀ x : Fin P → C, (Fintype.card C : ℝ) *
        ∑ y : Fin Q → C, (if x i = y j then (1 : ℝ) else 0)
          = (Fintype.card (Fin Q → C) : ℝ) := fun x =>
      (sum_marginal j (fun c => if x i = c then (1 : ℝ) else 0)).trans (by simp)
    rw [Fintype.sum_prod_type, Fintype.card_prod, Finset.mul_sum]
    simp only [h, Finset.sum_const, Finset.card_univ, nsmul_eq_mul, Nat.cast_mul]
  rw [mean, ← mul_div_assoc, key, div_self hpos]

/-- In any nonempty finite configuration space, the expected number of coinciding opposite-sign
pairs times the number of configurations is `P * Q`. -/
theorem card_mul_mean_coincidences [Nonempty C] :
    (Fintype.card C : ℝ) * mean (fun w : Placement C P Q => (coincidences w : ℝ))
      = P * Q := by
  -- linearity of the expectation
  have h : mean (fun w : Placement C P Q => (coincidences w : ℝ))
      = ∑ i, ∑ j, mean (fun w : Placement C P Q => if w.1 i = w.2 j then (1 : ℝ) else 0) := by
    simp only [mean, coincidences, Nat.cast_sum, Nat.cast_ite, Nat.cast_one, Nat.cast_zero,
      ← Finset.sum_div]
    congr 1
    exact Finset.sum_comm.trans (Finset.sum_congr rfl fun i _ => Finset.sum_comm)
  rw [h]
  simp only [Finset.mul_sum, pair_probability]
  simp

/-- The grid has `L ^ (d * N)` configurations. -/
theorem card_config (L d N : ℕ) : Fintype.card (Config L d N) = L ^ (d * N) := by
  simp [pow_mul]

/-- On a grid with `L ≥ 1`, the expected number of coinciding opposite-sign pairs, multiplied by
`L ^ (d * N)`, equals `P * Q`. -/
theorem expected_coincidences {L d N : ℕ} (hL : 1 ≤ L) :
    (L : ℝ) ^ (d * N) * mean (fun w : Placement (Config L d N) P Q => (coincidences w : ℝ))
      = P * Q := by
  have : Nonempty (Fin L) := ⟨⟨0, hL⟩⟩
  have h := card_mul_mean_coincidences (C := Config L d N) (P := P) (Q := Q)
  rwa [card_config, Nat.cast_pow] at h

/-- For `M > 0` walkers of each sign on a grid with `L ≥ 1`, the expected number of coinciding
opposite-sign pairs reaches `M` exactly when `M` is at least `L ^ (d * N)`. -/
theorem cancellation_threshold {L d N M : ℕ} (hL : 1 ≤ L) (hM : 0 < M) :
    (M : ℝ) ≤ mean (fun w : Placement (Config L d N) M M => (coincidences w : ℝ))
      ↔ (L : ℝ) ^ (d * N) ≤ M := by
  have hL' : (0 : ℝ) < L := by exact_mod_cast hL
  have hM' : (0 : ℝ) < M := by exact_mod_cast hM
  have hK : (0 : ℝ) < (L : ℝ) ^ (d * N) := pow_pos hL' _
  have h := expected_coincidences (P := M) (Q := M) (d := d) (N := N) hL
  constructor
  · intro hE
    exact le_of_mul_le_mul_right ((mul_le_mul_of_nonneg_left hE hK.le).trans h.le) hM'
  · intro hE
    exact le_of_mul_le_mul_left ((mul_le_mul_of_nonneg_right hE hM'.le).trans h.ge) hK

/-- In every placement there are at most as many annihilations as coinciding opposite-sign
pairs. -/
theorem annihilations_le (w : Placement C P Q) : annihilations w ≤ coincidences w := by
  -- group the pairs by the configuration in which they meet
  have h : ∑ c, #{i | w.1 i = c} * #{j | w.2 j = c} = coincidences w := by
    simp only [coincidences, Finset.card_filter, Finset.sum_mul_sum]
    refine Finset.sum_comm.trans (Finset.sum_congr rfl fun i _ =>
      Finset.sum_comm.trans (Finset.sum_congr rfl fun j _ => ?_))
    rw [Finset.sum_eq_single (w.1 i)]
    · by_cases hij : w.1 i = w.2 j
      · simp [hij]
      · simp [hij, Ne.symm hij]
    · intro c _ hc
      simp [hc.symm]
    · simp
  rw [← h]
  refine Finset.sum_le_sum fun c _ => ?_
  rcases Nat.eq_zero_or_pos (#{i | w.1 i = c}) with h0 | h0
  · simp [h0]
  · exact (min_le_right _ _).trans (Nat.le_mul_of_pos_left _ h0)

/-- If, with `M > 0` walkers of each sign, the expected number of annihilations is at least a
fraction `f` of `M`, then `M` is at least `f * L ^ (d * N)`. -/
theorem walkers_needed {L d N M : ℕ} (hM : 0 < M) (f : ℝ)
    (hf : f * M ≤ mean (fun w : Placement (Config L d N) M M => (annihilations w : ℝ))) :
    f * (L : ℝ) ^ (d * N) ≤ M := by
  have hM' : (0 : ℝ) < M := by exact_mod_cast hM
  rcases isEmpty_or_nonempty (Config L d N) with hC | hC
  · -- without configurations the left side vanishes
    have h0 : (L : ℝ) ^ (d * N) = 0 := by
      rw [← Nat.cast_pow, ← card_config, Fintype.card_eq_zero, Nat.cast_zero]
    rw [h0, mul_zero]
    exact hM'.le
  · have hle : mean (fun w : Placement (Config L d N) M M => (annihilations w : ℝ))
        ≤ mean (fun w : Placement (Config L d N) M M => (coincidences w : ℝ)) := by
      unfold mean
      gcongr with w
      show (annihilations w : ℝ) ≤ (coincidences w : ℝ)
      exact Nat.cast_le.mpr (annihilations_le w)
    have h := card_mul_mean_coincidences (C := Config L d N) (P := M) (Q := M)
    rw [card_config, Nat.cast_pow] at h
    have hK : (0 : ℝ) ≤ (L : ℝ) ^ (d * N) := by positivity
    have h2 := mul_le_mul_of_nonneg_left (hf.trans hle) hK
    refine le_of_mul_le_mul_right ?_ hM'
    linarith

end

end WalkerCancellation
```

```lean
#print axioms WalkerCancellation.expected_coincidences
#print axioms WalkerCancellation.cancellation_threshold
#print axioms WalkerCancellation.walkers_needed
```

```
'WalkerCancellation.expected_coincidences' depends on axioms: [propext, Classical.choice, Quot.sound]
'WalkerCancellation.cancellation_threshold' depends on axioms: [propext, Classical.choice, Quot.sound]
'WalkerCancellation.walkers_needed' depends on axioms: [propext, Classical.choice, Quot.sound]
```

## Configurations, walkers and two ways to count meetings

A walker represents a whole many-particle configuration. For $N$ particles on a $d$-dimensional grid with $L$ points per axis, `Config L d N` assigns a grid coordinate to every particle and every axis. The particles are labelled and may share a site, so there are

$$K=L^{dN}$$

configurations. Exchanging two particles generally gives a different configuration, and no antisymmetry is imposed.

A `Placement` is a pair $w=(x,y)$, where $x_i$ is the configuration of positive walker $i$ and $y_j$ that of negative walker $j$. There are $P$ positive and $Q$ negative walkers. Independent uniform placement means that all $K^{P+Q}$ placements have equal weight, so `mean` is the plain average over them.

Two quantities are averaged. `coincidences` counts the pairs $(i,j)$ with $x_i=y_j$. `annihilations` lets each walker cancel at most once: if $n_c^+$ and $n_c^-$ are the numbers of positive and negative walkers in configuration $c$, it is $\sum_c\min(n_c^+,n_c^-)$. Two positive and two negative walkers in one configuration make four coinciding pairs but only two annihilations.

The main statements are these:

- `expected_coincidences`: for $L\ge1$, the expected number $E$ of coinciding pairs satisfies $K E=PQ$. Since $K>0$, this is $E=PQ/L^{dN}$.
- `cancellation_threshold`: for $L\ge1$ and $P=Q=M>0$, $E\ge M$ holds exactly when $M\ge L^{dN}$.
- `walkers_needed`: for $P=Q=M>0$, if the expected number of annihilations is at least $fM$, then $M\ge fL^{dN}$. Physically, $f$ is a fraction between 0 and 1, although the theorem accepts any real number.

Despite its name, `cancellation_threshold` concerns pairs. The statement about actual cancellation is `walkers_needed`, which gives a necessary number of walkers and not a sufficient one.

## What this says about the sign problem

In signed-walker Monte Carlo for fermions, positive and negative contributions can be cancelled when walkers of opposite sign meet. In this model of independent, uniformly distributed walkers on a finite grid, cancelling a fixed positive fraction of them on average requires a population that grows exponentially with $N$, for fixed $d\ge1$ and $L\ge2$. At $L=1$ there is a single configuration and no such growth.

The uniform distribution stands for walkers that carry no information about where the wave function is large. A real simulation has a non-uniform distribution, and its dynamics may correlate the walkers. The model contains neither effect, nor any Hamiltonian or time evolution, so its threshold is not a bound on signed-walker algorithms in general.

## From one pair to the threshold

Fix a positive walker $i$ and a negative walker $j$. For any given $x$, the condition $y_j=x_i$ fixes one negative walker and leaves the other $Q-1$ free, which gives $K^{Q-1}$ choices of $y$. There are $K^P$ choices of $x$, so the coincidence probability is

$$\frac{K^P K^{Q-1}}{K^{P+Q}}=\frac1K.$$

The number of coinciding pairs is a sum of $PQ$ indicators, one for each $(i,j)$. The mean is linear, whether or not the indicators are independent of each other, and therefore

$$E=\sum_{i=1}^{P}\sum_{j=1}^{Q}\frac1K=\frac{PQ}{K}.$$

For $P=Q=M>0$, the condition $E\ge M$ reads $M^2/K\ge M$. Multiplying by $K>0$ and dividing by $M>0$ turns it into $M\ge K$, and both operations can be reversed.

For annihilations, group the coinciding pairs by the configuration in which they meet. Configuration $c$ contributes $n_c^+n_c^-$ pairs. For natural numbers $a$ and $b$ we have $\min(a,b)\le ab$: both sides vanish if $a=0$, and otherwise $\min(a,b)\le b\le ab$. Hence

$$\sum_c\min(n_c^+,n_c^-)\le\sum_c n_c^+n_c^-$$

in every placement, and the same inequality holds for the averages. If the mean number of annihilations is at least $fM$, then $fM\le M^2/K$, which gives $fK\le M$.

## The same argument in Lean

`sum_marginal` supplies the count for a single walker. `Equiv.funSplitAt` separates walker $j$ from the others, whose positions contribute only a constant factor. `pair_probability` applies this to the indicator of $x_i=y_j$ at fixed $x$, sums over $x$, and divides by the number of placements. Its result is stated as $K$ times the probability equals 1.

`card_mul_mean_coincidences` carries out the linearity step for any nonempty finite configuration space: `Finset.sum_comm` moves the sums over walkers outside the sum over placements, and each pair then contributes 1 after multiplication by $K$. `card_config` evaluates $K$ as $L^{dN}$, and `expected_coincidences` combines the two, using $L\ge1$ to ensure that a configuration exists.

In `cancellation_threshold`, each direction multiplies the assumed inequality by a nonnegative number, inserts $KE=M^2$, and cancels a positive factor: $M$ in the forward direction and $K$ in the reverse.

`annihilations_le` first proves the regrouping. After the sums are exchanged, `Finset.sum_eq_single` keeps only the configuration $c=x_i$ for each pair. The case distinction on whether $n_c^+$ is zero then gives $\min(a,b)\le ab$. `walkers_needed` averages this inequality with `gcongr` and combines it with the exact pair count. It needs no assumption on $L$, because without configurations $L^{dN}=0$ and the conclusion is immediate.
